# The Euler curvature of two differentiable orthonormal bands in $\mathbb R^3$ is fixed by the third band

To map the Euler curvature of two bands in a real three-band model, I diagonalise $H(k)$ on a mesh, keep only the eigenvector $n$ of the remaining band, and evaluate $n\cdot(\partial_x n\times\partial_y n)$ by finite differences. The two bands I am asking about never enter. This relies on the claim that, for differentiable orthonormal $u(k),v(k)\in\mathbb R^3$ with $n=u\times v$,

$$\langle\partial_x u,\partial_y v\rangle-\langle\partial_y u,\partial_x v\rangle=n\cdot(\partial_x n\times\partial_y n).$$

Can this be derived in full and stated so that a proof assistant checks it?

## Both sides reduce to components along $n$

Yes. Fix a point $k$ and two directions $X,Y$ in parameter space, and write

$$a=\partial_X u,\quad a'=\partial_Y u,\quad b=\partial_X v,\quad b'=\partial_Y v.$$

Differentiating $u\cdot u=1$ and $v\cdot v=1$ gives $u\cdot a=u\cdot a'=0$ and $v\cdot b=v\cdot b'=0$. Since $(u,v,n)$ is a right-handed orthonormal frame,

$$a=(v\cdot a)\,v+(n\cdot a)\,n,\qquad b'=(u\cdot b')\,u+(n\cdot b')\,n.$$

The only direction these two expansions share is $n$, so $a\cdot b'=(n\cdot a)(n\cdot b')$. In the same way $a'\cdot b=(n\cdot a')(n\cdot b)$. The Euler curvature is therefore

$$a\cdot b'-a'\cdot b=(n\cdot a)(n\cdot b')-(n\cdot a')(n\cdot b).$$

For the other side, the product rule gives $\partial_X n=a\times v+u\times b$. With $n\times v=-u$ and $u\times n=-v$ this becomes

$$\partial_X n=-(n\cdot a)\,u-(n\cdot b)\,v,\qquad \partial_Y n=-(n\cdot a')\,u-(n\cdot b')\,v.$$

Their cross product is

$$\partial_X n\times\partial_Y n=\big[(n\cdot a)(n\cdot b')-(n\cdot b)(n\cdot a')\big]\,n,$$

and its component along $n$ is the curvature found above.

### A check at polar angle $\pi/6$

In spherical coordinates $(\theta,\varphi)$, take $u$ and $v$ to be the polar and azimuthal unit vectors. At $\theta=\pi/6$, $\varphi=0$,

$$\partial_\theta u=(-\tfrac12,0,-\tfrac{\sqrt3}2),\quad \partial_\varphi v=(-1,0,0),\quad \partial_\theta v=0,$$

so the left side is $\tfrac12$. The third vector is the radial one, with

$$n=(\tfrac12,0,\tfrac{\sqrt3}2),\quad \partial_\theta n=(\tfrac{\sqrt3}2,0,-\tfrac12),\quad \partial_\varphi n=(0,\tfrac12,0).$$

The cross product of the derivatives is $(\tfrac14,0,\tfrac{\sqrt3}4)$, and its dot product with $n$ is $\tfrac18+\tfrac38=\tfrac12$.

## What the Lean theorems say

The parameter $k$ lives in a real normed space `E`. The plane is `ℝ × ℝ` with $X=(1,0)$ and $Y=(0,1)$. A band vector is a function `E → Fin 3 → ℝ`, with components numbered 0, 1, 2, and `⬝ᵥ` is the ordinary real dot product. The expression `fderiv ℝ u k X` is the derivative of $u$ at $k$ applied to the direction $X$, that is, $\partial_X u$.

The hypothesis `IsBandPair u v` says that $u$ and $v$ are orthonormal at every $k$. That they are real stands for a symmetry such as $C_2\mathcal T$, or $\mathcal{PT}$ without spin, which allows a basis in which $H(k)$ is a real symmetric matrix. Differentiability is required only at the point considered.

- `eulerCurvature_eq_thirdBand` is the identity asked for.
- `eulerCurvature_congr` says that two such pairs with the same third band, as functions of $k$, have the same curvature wherever all four vectors are differentiable.
- `eulerCurvature_gauge` says that rotating $u$ and $v$ into each other by a differentiable angle $\theta(k)$ leaves the curvature unchanged.
- `spherical_witness` shows that the spherical frame satisfies the hypotheses and has curvature $\sin\theta\,(X_1Y_2-X_2Y_1)$, where $\theta$ is now the polar angle and $X_1,X_2$ are `X.1`, `X.2`.

No Hamiltonian appears, so $u$ and $v$ need not be eigenvectors; any differentiable orthonormal frame of the two-band subspace will do. In a three-band model with real $H(k)$, this lets the curvature be computed from one isolated band without first smoothing the gauge of the other two.

The sign of $n$ matters, because $n\cdot(\partial_X n\times\partial_Y n)$ is cubic in $n$. Eigensolver signs must be aligned between neighbouring mesh points before differences are taken, and the remaining overall sign corresponds to the orientation of the pair $(u,v)$.

The identity is local. It does not cover the integral over a Brillouin zone, the quantisation of that integral, the error of finite differences, or systems with more than three bands.

```lean
import Mathlib

open Matrix

namespace EulerCurvature

noncomputable section

variable {E : Type*} [NormedAddCommGroup E] [NormedSpace ℝ E]

/-- Two real three-component band vectors that are orthonormal at every parameter `k`. -/
structure IsBandPair (u v : E → Fin 3 → ℝ) : Prop where
  norm_u : ∀ k, u k ⬝ᵥ u k = 1
  norm_v : ∀ k, v k ⬝ᵥ v k = 1
  orth : ∀ k, u k ⬝ᵥ v k = 0

/-- The third band vector `n = u × v`. -/
def thirdBand (u v : E → Fin 3 → ℝ) : E → Fin 3 → ℝ :=
  fun k => crossProduct (u k) (v k)

/-- The Euler curvature `⟨∂_X u, ∂_Y v⟩ - ⟨∂_Y u, ∂_X v⟩` at `k` for the directions `X`, `Y`. -/
def eulerCurvature (u v : E → Fin 3 → ℝ) (k X Y : E) : ℝ :=
  fderiv ℝ u k X ⬝ᵥ fderiv ℝ v k Y - fderiv ℝ u k Y ⬝ᵥ fderiv ℝ v k X

/-- The components of a cross product in cyclic form, with indices taken modulo three. -/
theorem cross_cyclic (a b : Fin 3 → ℝ) (i : Fin 3) :
    crossProduct a b i = a (i + 1) * b (i + 2) - a (i + 2) * b (i + 1) := by
  fin_cases i <;> rfl

/-- Each component of a band vector, followed along a straight line through `k`, changes at the
rate given by the directional derivative. -/
theorem component_hasDerivAt {u : E → Fin 3 → ℝ} {k : E} (hu : DifferentiableAt ℝ u k)
    (X : E) (i : Fin 3) :
    HasDerivAt (fun t : ℝ => u (k + t • X) i) (fderiv ℝ u k X i) 0 := by
  have h : HasDerivAt (fun t : ℝ => u (k + t • X)) (fderiv ℝ u k X) 0 :=
    hu.hasFDerivAt.hasLineDerivAt X
  exact hasDerivAt_pi.1 h i

/-- A normalised real band vector is orthogonal to each of its directional derivatives. -/
theorem dot_fderiv_eq_zero {u : E → Fin 3 → ℝ} {k : E} (hn : ∀ p, u p ⬝ᵥ u p = 1)
    (hu : DifferentiableAt ℝ u k) (X : E) : u k ⬝ᵥ fderiv ℝ u k X = 0 := by
  have a := component_hasDerivAt hu X
  have h := (((a 0).fun_mul (a 0)).fun_add ((a 1).fun_mul (a 1))).fun_add ((a 2).fun_mul (a 2))
  -- the squared norm is constant along the line
  have e : (fun t : ℝ => u (k + t • X) 0 * u (k + t • X) 0 + u (k + t • X) 1 * u (k + t • X) 1
      + u (k + t • X) 2 * u (k + t • X) 2) = fun _ => (1 : ℝ) := by
    funext t
    have := hn (k + t • X)
    simp only [dotProduct, Fin.sum_univ_three] at this
    exact this
  have h2 : HasDerivAt (fun t : ℝ => u (k + t • X) 0 * u (k + t • X) 0
      + u (k + t • X) 1 * u (k + t • X) 1 + u (k + t • X) 2 * u (k + t • X) 2) 0 0 := by
    rw [e]
    exact hasDerivAt_const (0 : ℝ) (1 : ℝ)
  have h3 := h.unique h2
  simp only [zero_smul, add_zero] at h3
  simp only [dotProduct, Fin.sum_univ_three]
  linarith

/-- The product rule for the third band: `∂n = ∂u × v + u × ∂v`. -/
theorem fderiv_thirdBand {u v : E → Fin 3 → ℝ} {k : E} (hu : DifferentiableAt ℝ u k)
    (hv : DifferentiableAt ℝ v k) (X : E) :
    fderiv ℝ (thirdBand u v) k X =
      crossProduct (fderiv ℝ u k X) (v k) + crossProduct (u k) (fderiv ℝ v k X) := by
  have hd : DifferentiableAt ℝ (thirdBand u v) k := by
    refine differentiableAt_pi.2 fun i => ?_
    have a := differentiableAt_pi.1 hu
    have b := differentiableAt_pi.1 hv
    simp only [thirdBand, cross_cyclic]
    exact ((a (i + 1)).mul (b (i + 2))).sub ((a (i + 2)).mul (b (i + 1)))
  ext i
  have a := component_hasDerivAt hu X
  have b := component_hasDerivAt hv X
  have h1 := component_hasDerivAt hd X i
  simp only [thirdBand, cross_cyclic] at h1
  have h := h1.unique
    (((a (i + 1)).fun_mul (b (i + 2))).fun_sub ((a (i + 2)).fun_mul (b (i + 1))))
  simp only [zero_smul, add_zero] at h
  simp only [Pi.add_apply, cross_cyclic]
  refine Eq.trans h ?_
  ring

/-- The pointwise identity behind the curvature formula: `a, b` and `a', b'` are the changes of
the orthonormal vectors `u, v` in two directions, each orthogonal to the vector it changes. -/
theorem frame_identity {u v a b a' b' : Fin 3 → ℝ} (huu : u ⬝ᵥ u = 1) (hvv : v ⬝ᵥ v = 1)
    (huv : u ⬝ᵥ v = 0) (ha : u ⬝ᵥ a = 0) (ha' : u ⬝ᵥ a' = 0) (hb : v ⬝ᵥ b = 0)
    (hb' : v ⬝ᵥ b' = 0) :
    a ⬝ᵥ b' - a' ⬝ᵥ b = crossProduct u v ⬝ᵥ
      crossProduct (crossProduct a v + crossProduct u b)
        (crossProduct a' v + crossProduct u b') := by
  -- Gram determinant: the product of two components along `u × v`
  have gram : ∀ x y : Fin 3 → ℝ, (crossProduct u v ⬝ᵥ x) * (crossProduct u v ⬝ᵥ y) =
      (x ⬝ᵥ y) * ((u ⬝ᵥ u) * (v ⬝ᵥ v) - (u ⬝ᵥ v) * (u ⬝ᵥ v))
      - (u ⬝ᵥ x) * ((u ⬝ᵥ y) * (v ⬝ᵥ v) - (u ⬝ᵥ v) * (v ⬝ᵥ y))
      + (v ⬝ᵥ x) * ((u ⬝ᵥ y) * (u ⬝ᵥ v) - (u ⬝ᵥ u) * (v ⬝ᵥ y)) := by
    intro x y
    simp [cross_apply, dotProduct, Fin.sum_univ_three]
    ring
  -- the triple product only sees the components along `u × v`
  have triple : crossProduct u v ⬝ᵥ crossProduct (crossProduct a v + crossProduct u b)
      (crossProduct a' v + crossProduct u b') =
      (crossProduct u v ⬝ᵥ a) * (crossProduct u v ⬝ᵥ b')
      - (crossProduct u v ⬝ᵥ a') * (crossProduct u v ⬝ᵥ b) := by
    simp [cross_apply, dotProduct, Fin.sum_univ_three]
    ring
  rw [triple, gram, gram, huu, hvv, huv, ha, ha', hb, hb']
  ring

/-- Where both are differentiable, two orthonormal real band vectors `u`, `v` in a three-band system
have Euler curvature `n · (∂_X n × ∂_Y n)`, where `n = u × v` is the third band. -/
theorem eulerCurvature_eq_thirdBand {u v : E → Fin 3 → ℝ} {k : E} (h : IsBandPair u v)
    (hu : DifferentiableAt ℝ u k) (hv : DifferentiableAt ℝ v k) (X Y : E) :
    eulerCurvature u v k X Y = thirdBand u v k ⬝ᵥ
      crossProduct (fderiv ℝ (thirdBand u v) k X) (fderiv ℝ (thirdBand u v) k Y) := by
  rw [fderiv_thirdBand hu hv X, fderiv_thirdBand hu hv Y]
  exact frame_identity (h.norm_u k) (h.norm_v k) (h.orth k)
    (dot_fderiv_eq_zero h.norm_u hu X) (dot_fderiv_eq_zero h.norm_u hu Y)
    (dot_fderiv_eq_zero h.norm_v hv X) (dot_fderiv_eq_zero h.norm_v hv Y)

/-- Two pairs of orthonormal band vectors with the same third band vector `n`, sign included, have
the same Euler curvature wherever all four vectors are differentiable. -/
theorem eulerCurvature_congr {u v u' v' : E → Fin 3 → ℝ} {k : E} (h : IsBandPair u v)
    (h' : IsBandPair u' v') (hu : DifferentiableAt ℝ u k) (hv : DifferentiableAt ℝ v k)
    (hu' : DifferentiableAt ℝ u' k) (hv' : DifferentiableAt ℝ v' k)
    (hn : thirdBand u' v' = thirdBand u v) (X Y : E) :
    eulerCurvature u' v' k X Y = eulerCurvature u v k X Y := by
  rw [eulerCurvature_eq_thirdBand h' hu' hv', eulerCurvature_eq_thirdBand h hu hv, hn]

/-- Where the orthonormal band vectors `u` and `v` are differentiable, their Euler curvature is
unchanged when they are rotated into each other by an angle `θ` that depends differentiably on `k`.
-/
theorem eulerCurvature_gauge {u v : E → Fin 3 → ℝ} {θ : E → ℝ} {k : E} (h : IsBandPair u v)
    (hu : DifferentiableAt ℝ u k) (hv : DifferentiableAt ℝ v k)
    (hθ : DifferentiableAt ℝ θ k) (X Y : E) :
    eulerCurvature (fun p => Real.cos (θ p) • u p + Real.sin (θ p) • v p)
      (fun p => (-Real.sin (θ p)) • u p + Real.cos (θ p) • v p) k X Y =
      eulerCurvature u v k X Y := by
  have hvu : ∀ p, v p ⬝ᵥ u p = 0 := fun p => by rw [dotProduct_comm, h.orth p]
  refine eulerCurvature_congr h ⟨fun p => ?_, fun p => ?_, fun p => ?_⟩ hu hv
    (by fun_prop) (by fun_prop) ?_ X Y
  · simp only [add_dotProduct, dotProduct_add, smul_dotProduct, dotProduct_smul, smul_eq_mul,
      h.norm_u, h.norm_v, h.orth, hvu]
    linear_combination Real.sin_sq_add_cos_sq (θ p)
  · simp only [add_dotProduct, dotProduct_add, smul_dotProduct, dotProduct_smul, smul_eq_mul,
      h.norm_u, h.norm_v, h.orth, hvu]
    linear_combination Real.sin_sq_add_cos_sq (θ p)
  · simp only [add_dotProduct, dotProduct_add, smul_dotProduct, dotProduct_smul, smul_eq_mul,
      h.norm_u, h.norm_v, h.orth, hvu]
    ring
  · -- the rotation has determinant one, so it preserves the cross product
    funext p i
    simp only [thirdBand, cross_cyclic, Pi.add_apply, Pi.smul_apply, smul_eq_mul]
    linear_combination (u p (i + 1) * v p (i + 2) - u p (i + 2) * v p (i + 1)) *
      Real.sin_sq_add_cos_sq (θ p)

/-- The polar unit vector of spherical coordinates `(θ, φ)`. -/
def polar (p : ℝ × ℝ) : Fin 3 → ℝ :=
  ![Real.cos p.1 * Real.cos p.2, Real.cos p.1 * Real.sin p.2, -Real.sin p.1]

/-- The azimuthal unit vector of spherical coordinates `(θ, φ)`. -/
def azimuthal (p : ℝ × ℝ) : Fin 3 → ℝ :=
  ![-Real.sin p.2, Real.cos p.2, 0]

/-- The polar and azimuthal unit vectors are orthonormal and differentiable, and their Euler
curvature is `sin θ` times the signed coordinate area spanned by the two directions. -/
theorem spherical_witness :
    IsBandPair polar azimuthal ∧ Differentiable ℝ polar ∧ Differentiable ℝ azimuthal ∧
    ∀ p X Y : ℝ × ℝ, eulerCurvature polar azimuthal p X Y =
      Real.sin p.1 * (X.1 * Y.2 - X.2 * Y.1) := by
  have hP : Differentiable ℝ polar := fun p => differentiableAt_pi.2 fun i => by
    fin_cases i <;> simp [polar] <;> fun_prop
  have hA : Differentiable ℝ azimuthal := fun p => differentiableAt_pi.2 fun i => by
    fin_cases i <;> simp [azimuthal]
  refine ⟨⟨fun p => ?_, fun p => ?_, fun p => ?_⟩, hP, hA, fun p X Y => ?_⟩
  · simp only [dotProduct, Fin.sum_univ_three]
    change Real.cos p.1 * Real.cos p.2 * (Real.cos p.1 * Real.cos p.2) +
      Real.cos p.1 * Real.sin p.2 * (Real.cos p.1 * Real.sin p.2) +
      -Real.sin p.1 * -Real.sin p.1 = 1
    linear_combination Real.cos p.1 ^ 2 * Real.sin_sq_add_cos_sq p.2 +
      Real.sin_sq_add_cos_sq p.1
  · simp only [dotProduct, Fin.sum_univ_three]
    change -Real.sin p.2 * -Real.sin p.2 + Real.cos p.2 * Real.cos p.2 + (0 : ℝ) * 0 = 1
    linear_combination Real.sin_sq_add_cos_sq p.2
  · simp only [dotProduct, Fin.sum_univ_three]
    change Real.cos p.1 * Real.cos p.2 * -Real.sin p.2 +
      Real.cos p.1 * Real.sin p.2 * Real.cos p.2 + -Real.sin p.1 * 0 = 0
    ring
  · -- the angles along a straight line, then the components of the derivatives
    have A : ∀ Z : ℝ × ℝ, HasDerivAt (fun t : ℝ => p.1 + t * Z.1) Z.1 0 := fun Z =>
      (((hasDerivAt_id' (0 : ℝ)).mul_const Z.1).const_add p.1).congr_deriv (one_mul _)
    have B : ∀ Z : ℝ × ℝ, HasDerivAt (fun t : ℝ => p.2 + t * Z.2) Z.2 0 := fun Z =>
      (((hasDerivAt_id' (0 : ℝ)).mul_const Z.2).const_add p.2).congr_deriv (one_mul _)
    have u0 : ∀ Z : ℝ × ℝ, fderiv ℝ polar p Z 0 = -Real.sin p.1 * Z.1 * Real.cos p.2 +
        Real.cos p.1 * (-Real.sin p.2 * Z.2) := fun Z => by
      have h := (A Z).cos.fun_mul (B Z).cos
      simpa only [zero_mul, add_zero] using (component_hasDerivAt (hP p) Z 0).unique h
    have u1 : ∀ Z : ℝ × ℝ, fderiv ℝ polar p Z 1 = -Real.sin p.1 * Z.1 * Real.sin p.2 +
        Real.cos p.1 * (Real.cos p.2 * Z.2) := fun Z => by
      have h := (A Z).cos.fun_mul (B Z).sin
      simpa only [zero_mul, add_zero] using (component_hasDerivAt (hP p) Z 1).unique h
    have v0 : ∀ Z : ℝ × ℝ, fderiv ℝ azimuthal p Z 0 = -(Real.cos p.2 * Z.2) := fun Z => by
      have h := (B Z).sin.fun_neg
      simpa only [zero_mul, add_zero] using (component_hasDerivAt (hA p) Z 0).unique h
    have v1 : ∀ Z : ℝ × ℝ, fderiv ℝ azimuthal p Z 1 = -Real.sin p.2 * Z.2 := fun Z => by
      have h := (B Z).cos
      simpa only [zero_mul, add_zero] using (component_hasDerivAt (hA p) Z 1).unique h
    have v2 : ∀ Z : ℝ × ℝ, fderiv ℝ azimuthal p Z 2 = 0 := fun Z =>
      (component_hasDerivAt (hA p) Z 2).unique (hasDerivAt_const (0 : ℝ) (0 : ℝ))
    simp only [eulerCurvature, dotProduct, Fin.sum_univ_three, u0, u1, v0, v1, v2]
    linear_combination Real.sin p.1 * (X.1 * Y.2 - X.2 * Y.1) * Real.sin_sq_add_cos_sq p.2

end

end EulerCurvature
```

```lean
#print axioms EulerCurvature.eulerCurvature_eq_thirdBand
#print axioms EulerCurvature.eulerCurvature_gauge
```

```
'EulerCurvature.eulerCurvature_eq_thirdBand' depends on axioms: [propext, Classical.choice, Quot.sound]
'EulerCurvature.eulerCurvature_gauge' depends on axioms: [propext, Classical.choice, Quot.sound]
```

## How the proof follows the derivation

`dot_fderiv_eq_zero` differentiates the normalisation and gives $u\cdot\partial_X u=0$; applied to $v$, it gives the corresponding relation there. `fderiv_thirdBand` is the product rule for $n$. It works component by component, using the cyclic formula for the cross product in `cross_cyclic`.

The algebra is in `frame_identity`, which contains no derivatives, only vectors satisfying the orthogonality relations. Where the derivation above expands in a frame, Lean uses two polynomial identities, each checked by writing out components and calling `ring`:

- `triple` states that the triple product equals $(n\cdot a)(n\cdot b')-(n\cdot a')(n\cdot b)$. It holds for arbitrary vectors once $n$ is read as $u\times v$.
- `gram` writes $(n\cdot x)(n\cdot y)$ as a Gram determinant. With $u,v$ orthonormal it reads
$$(n\cdot x)(n\cdot y)=x\cdot y-(u\cdot x)(u\cdot y)-(v\cdot x)(v\cdot y),$$
which is the completeness of the frame.

For $x=a$, $y=b'$, the last two terms vanish because $u\cdot a=0$ and $v\cdot b'=0$; the pair $a',b$ works the same way. The derivative of $u\cdot v=0$ is never needed.

The main theorem substitutes the product rule for both derivatives of $n$ and applies `frame_identity`. `eulerCurvature_congr` then uses the main theorem for each pair and replaces one third band by the other. For `eulerCurvature_gauge`, it remains to check that the rotated pair is differentiable at $k$, is orthonormal and has the same cross product. The normalisation and the cross product use $\sin^2\theta+\cos^2\theta=1$; in the orthogonality relation the terms cancel.

### Differentiating along a line, twice

The calculus turns on `component_hasDerivAt` combined with `HasDerivAt.unique`. The first restricts a band vector to the line $t\mapsto k+tX$ and says that component $i$ has derivative `fderiv ℝ u k X i` at $t=0$. This turns a statement about a Fréchet derivative on `E` into one about a real function of one real variable, where the usual sum and product rules apply.

The second says that a function has at most one derivative at a point. Each calculation therefore differentiates the same function in two ways and equates the results. For the normalisation, the function is $|u(k+tX)|^2$: the product rule gives $2\,u\cdot\partial_X u$, while constancy gives $0$. For the third band, the function is a component of $n$, differentiated once directly and once through its formula in $u$ and $v$. In `spherical_witness`, the same device yields the explicit derivatives of the polar and azimuthal vectors from those of sine and cosine.
